# The free-electron band seas in one zone add up to the volume of the Fermi ball

Let $L$ be the reciprocal lattice generated by a basis of $\mathbb R^d$, let $F$ be a zone that tiles wavevector space under $L$, and let $B$ be the closed ball of radius $k_F$ about the origin. Write $c(k)$ for the number of $G\in L$ with $\|k+G\|\le k_F$. Then $c(k)$ is finite, and

$$\sum_{n\ge 1}\operatorname{vol}\{k\in F: c(k)\ge n\}=\operatorname{vol}(B).$$

The set with index $n$ is the sea of the $n$-th band in Harrison's construction. For non-interacting electrons in an empty lattice, the rule says that folding the Fermi ball into one zone conserves the electron count.

## What is counted

The electrons are free: the lattice potential is zero, and the lattice only labels plane waves by a reduced wavevector $k$ and a reciprocal vector $G$.

In Lean 4 with Mathlib:

```lean
import Mathlib

open MeasureTheory

namespace HarrisonConstruction

noncomputable section
```

Wavevectors live in Euclidean space with its usual norm and Lebesgue volume.

```lean
/-- The space of wavevectors in `d` dimensions. -/
abbrev KSpace (d : ℕ) := EuclideanSpace ℝ (Fin d)
```

The basis `b` generates the reciprocal lattice directly, so any factor $2\pi$ is already contained in it. No direct lattice appears.

```lean
variable {d : ℕ} (b : Module.Basis (Fin d) ℝ (KSpace d))

/-- The reciprocal lattice: all integer combinations of the basis vectors. -/
abbrev recip : Submodule ℤ (KSpace d) := Submodule.span ℤ (Set.range b)
```

At fixed $k$, `levels` is the set of reciprocal vectors whose plane wave lies in the Fermi ball, and `count` is its size $c(k)$.

```lean
/-- The reciprocal vectors `G` whose plane wave `k + G` lies in the Fermi ball. -/
def levels (kF : ℝ) (k : KSpace d) : Set (recip b) :=
  {G | ‖k + (G : KSpace d)‖ ≤ kF}

/-- The number `c(k)` of plane waves `k + G` in the Fermi ball. -/
def count (kF : ℝ) (k : KSpace d) : ℕ := (levels b kF k).ncard
```

The function `ncard` returns 0 for an infinite set, so `count` has its intended meaning only once finiteness is proved.

```lean
/-- The sea of the `n`-th band: wavevectors of the zone `F` with at least `n` plane waves
in the Fermi ball. -/
def bandSea (F : Set (KSpace d)) (kF : ℝ) (n : ℕ) : Set (KSpace d) :=
  {k | k ∈ F ∧ n ≤ count b kF k}
```

Band numbers start at 1. The set `bandSea b F kF 0` is all of $F$, and the sum rule leaves it out by running over `n + 1` with `n` from 0. Spin is not included; it would multiply the electron count by two.

## The generators form a basis

Physically, this hypothesis says that the crystal is periodic in $d$ independent directions. By hand, it gives finiteness. If $\|k+G\|\le k_F$, then $G$ lies in the ball of radius $k_F$ about $-k$. Write $G=\sum_i m_i b_i$ with integers $m_i$. The coordinates are linear functions on a finite-dimensional space, so they are bounded on that ball, and only finitely many integer choices remain.

Without linear independence this can fail. In one dimension the integer combinations of $1$ and $\sqrt2$ are dense, and every interval of positive length contains infinitely many of them.

The basis also makes the lattice discrete and hence countable, which is needed for sums over $G$. Two further instances record that lattice translations are measurable and preserve volume.

```lean
instance : Countable (recip b) :=
  TopologicalSpace.separableSpace_iff_countable.1 inferInstance

instance : MeasurableConstVAdd (recip b) (KSpace d) :=
  ⟨fun G => measurable_const_add (G : KSpace d)⟩

instance : VAddInvariantMeasure (recip b) (KSpace d) volume :=
  ⟨fun G s _ => measure_preimage_add volume (G : KSpace d) s⟩
```

The finiteness proof uses the same ball about $-k$, with `ZSpan.setFinite_inter` supplying the statement about bounded sets.

```lean
/-- At every wavevector only finitely many plane waves lie in the Fermi ball. -/
theorem levels_finite (kF : ℝ) (k : KSpace d) : (levels b kF k).Finite := by
  refine ((ZSpan.setFinite_inter b (Metric.isBounded_closedBall (x := -k) (r := kF))).preimage
    Subtype.val_injective.injOn).subset (fun G hG => ?_)
  have h : (G : KSpace d) ∈ Metric.closedBall (-k) kF := by
    rw [Metric.mem_closedBall, dist_eq_norm, sub_neg_eq_add, add_comm]
    exact hG
  exact ⟨h, G.2⟩
```

The count is periodic. For $G_0\in L$, the map $G\mapsto G_0+G$ carries the levels at $k+G_0$ one-to-one onto those at $k$, because $k+G_0+G=k+(G_0+G)$. The proof of `count_add` writes one set as the image of the other and uses injectivity.

```lean
/-- The count `c(k)` has the periodicity of the reciprocal lattice. -/
theorem count_add (kF : ℝ) (k : KSpace d) (G₀ : recip b) :
    count b kF (k + (G₀ : KSpace d)) = count b kF k := by
  have h : levels b kF k = (fun G => G₀ + G) '' levels b kF (k + (G₀ : KSpace d)) := by
    ext G
    constructor
    · intro hG
      refine ⟨G - G₀, ?_, by simp⟩
      change ‖k + (G₀ : KSpace d) + ((G : KSpace d) - (G₀ : KSpace d))‖ ≤ kF
      rw [show k + (G₀ : KSpace d) + ((G : KSpace d) - (G₀ : KSpace d)) = k + G by abel]
      exact hG
    · rintro ⟨H, hH, rfl⟩
      change ‖k + ((G₀ : KSpace d) + (H : KSpace d))‖ ≤ kF
      rw [← add_assoc]
      exact hH
  unfold count
  rw [h, Set.ncard_image_of_injective _ (add_right_injective G₀)]
```

Periodicity gives a bound that is uniform in $k$. Split $k=r+G_0$ with $r=\sum_i t_i b_i$ and $0\le t_i<1$, so that $\|r\|\le\sum_i\|b_i\|$. If $\|r+G\|\le k_F$, then

$$\|G\|\le\|r+G\|+\|r\|\le k_F+\sum_i\|b_i\|.$$

In the code `ZSpan.fract` is $r$ and `ZSpan.floor` is $G_0$. All seas beyond a fixed band number are therefore empty.

```lean
/-- The count at any wavevector is at most the count at the origin for a Fermi radius enlarged by
the summed lengths of the basis vectors. -/
theorem count_le (kF : ℝ) (k : KSpace d) :
    count b kF k ≤ count b (kF + ∑ i, ‖b i‖) 0 := by
  -- fold `k` back into the primitive cell
  have hk : ZSpan.fract b k + (ZSpan.floor b k : KSpace d) = k := by
    rw [ZSpan.fract_apply, sub_add_cancel]
  have hp := count_add b kF (ZSpan.fract b k) (ZSpan.floor b k)
  rw [hk] at hp
  rw [hp]
  refine Set.ncard_le_ncard (fun G hG => ?_) (levels_finite b _ 0)
  have h1 : ‖ZSpan.fract b k + (G : KSpace d)‖ ≤ kF := hG
  have h2 := ZSpan.norm_fract_le b k
  have h3 := norm_sub_le (ZSpan.fract b k + (G : KSpace d)) (ZSpan.fract b k)
  rw [add_sub_cancel_left] at h3
  change ‖(0 : KSpace d) + (G : KSpace d)‖ ≤ _
  rw [zero_add]
  linarith
```

## The Fermi radius is nonnegative

A radius $k_F\ge0$ corresponds to the Fermi energy $E_F=k_F^2/2$ in units with $\hbar=m=1$. The condition is used only to pass between lengths and energies: for $k_F\ge0$,

$$\|k+G\|\le k_F\iff \tfrac12\|k+G\|^2\le\tfrac12k_F^2.$$

Hence $k\in F$ belongs to the $n$-th sea exactly when $n$ distinct plane waves have energy at most $E_F$. If the energies at $k$ are listed in increasing order with degeneracies repeated, this says that the $n$-th one is at most $E_F$.

The forward half of the proof picks an $n$-element subset of the finite set of levels. The reverse half compares cardinalities, and there `hk` is used to remove the squares.

```lean
/-- A wavevector of the zone is in the `n`-th sea exactly when `n` distinct plane waves have
kinetic energy at most the Fermi energy (units with `ħ = m = 1`). -/
theorem mem_bandSea_iff (F : Set (KSpace d)) {kF : ℝ} (hk : 0 ≤ kF) (n : ℕ) (k : KSpace d) :
    k ∈ bandSea b F kF n ↔ k ∈ F ∧ ∃ s : Finset (recip b), s.card = n ∧
      ∀ G ∈ s, ‖k + (G : KSpace d)‖ ^ 2 / 2 ≤ kF ^ 2 / 2 := by
  have hfin := levels_finite b kF k
  have hc : count b kF k = hfin.toFinset.card := Set.ncard_eq_toFinset_card _ hfin
  refine and_congr_right (fun _ => ?_)
  rw [hc]
  constructor
  · intro h
    obtain ⟨s, hs, hn⟩ := Finset.exists_subset_card_eq h
    refine ⟨s, hn, fun G hG => ?_⟩
    have h1 : ‖k + (G : KSpace d)‖ ≤ kF := hfin.mem_toFinset.1 (hs hG)
    have h2 := pow_le_pow_left₀ (norm_nonneg _) h1 2
    linarith
  · rintro ⟨s, rfl, hs⟩
    refine Finset.card_le_card (fun G hG => hfin.mem_toFinset.2 ?_)
    have h1 := hs G hG
    exact le_of_sq_le_sq (by linarith) hk
where
  le_of_sq_le_sq {x y : ℝ} (h : x ^ 2 ≤ y ^ 2) (hy : 0 ≤ y) : x ≤ y := by
    nlinarith [sq_nonneg (x - y)]
```

For $k_F=-1$ the equivalence fails: no vector has norm at most $-1$, yet the energy bound $1/2$ admits the plane wave with $k+G=0$. The sum rule itself doesn't need the condition, since for negative $k_F$ both sides vanish.

## The zone tiles wavevector space

`IsAddFundamentalDomain (recip b) F volume` says that $F$ is measurable up to a null set, that its lattice translates cover almost all of space, and that distinct translates overlap only in volume zero. Shared boundary faces do no harm, so the Brillouin zone qualifies as well as the primitive cell; the file proves the property for the latter.

By hand, the sum rule comes from writing the count in two ways, with $\mathbf 1$ denoting an indicator function:

$$c(k)=\sum_{G\in L}\mathbf 1_B(k+G)=\sum_{n\ge1}\mathbf 1_{\{c\ge n\}}(k).$$

Integrating over $F$ and exchanging sums and integrals of nonnegative functions gives

$$\sum_{n\ge1}\operatorname{vol}\{k\in F:c(k)\ge n\}=\int_F c(k)\,dk=\sum_{G}\int_F\mathbf 1_B(k+G)\,dk=\sum_G\operatorname{vol}\bigl(B\cap(F+G)\bigr)=\operatorname{vol}(B).$$

The tiling hypothesis enters in the last equality. If $F$ were two cells, every part of the ball would be counted twice; if $F$ had a gap of positive volume, parts of a large enough ball would be lost.

The first expression for $c(k)$ is `count_eq_tsum`, where the infinite sum reduces to the finite set of levels.

```lean
/-- The count is the sum over reciprocal vectors of the Fermi ball's indicator function. -/
theorem count_eq_tsum (kF : ℝ) (k : KSpace d) :
    (count b kF k : ENNReal) = ∑' G : recip b,
      (Metric.closedBall (0 : KSpace d) kF).indicator (1 : KSpace d → ENNReal) (G +ᵥ k) := by
  have hfin := levels_finite b kF k
  have hmem (G : recip b) : G +ᵥ k ∈ Metric.closedBall (0 : KSpace d) kF ↔
      G ∈ levels b kF k := by
    change (G : KSpace d) + k ∈ _ ↔ ‖k + (G : KSpace d)‖ ≤ kF
    rw [mem_closedBall_zero_iff, add_comm]
  rw [tsum_eq_sum (s := hfin.toFinset) (fun G hG => Set.indicator_of_notMem
    (fun h => hG (hfin.mem_toFinset.2 ((hmem G).1 h))) _)]
  rw [Finset.sum_congr rfl (fun G hG => Set.indicator_of_mem
    ((hmem G).2 (hfin.mem_toFinset.1 hG)) _)]
  simp [count, Set.ncard_eq_toFinset_card _ hfin]
```

It also shows that $c$ is measurable, being a countable sum of measurable functions, and so each set $\{c\ge n\}$ is measurable.

```lean
lemma measurableSet_count (kF : ℝ) (n : ℕ) : MeasurableSet {k | n ≤ count b kF k} := by
  have h : Measurable (fun k => (count b kF k : ENNReal)) := by
    simp_rw [count_eq_tsum]
    exact Measurable.tsum (fun G =>
      (measurable_one.indicator Metric.isClosed_closedBall.measurableSet).comp
        (measurable_const_vadd G))
  have h2 := measurableSet_le (measurable_const (a := (n : ENNReal))) h
  simpa only [Nat.cast_le] using h2
```

The second expression rests on the fact that exactly $m$ of the integers $n\ge1$ satisfy $n\le m$.

```lean
lemma tsum_layers (m : ℕ) : ∑' n : ℕ, (if n + 1 ≤ m then (1 : ENNReal) else 0) = m := by
  have h0 : ∀ n ∉ Finset.range m, (if n + 1 ≤ m then (1 : ENNReal) else 0) = 0 :=
    fun n hn => if_neg (fun h => hn (Finset.mem_range.2 h))
  have h1 : ∀ n ∈ Finset.range m, (if n + 1 ≤ m then (1 : ENNReal) else 0) = 1 :=
    fun n hn => if_pos (Finset.mem_range.1 hn)
  rw [tsum_eq_sum h0, Finset.sum_congr rfl h1]
  simp
```

The main proof follows the displayed chain. `hsea` turns each volume into an integral, `hlayer` sums the bands at fixed $k$, and `lintegral_tsum` exchanges sum and integral, once for the bands and once for the reciprocal vectors.

The step on which the proof turns is `hF.lintegral_eq_tsum''`. For any function $f$ with values in $[0,\infty]$, it states

$$\int f(k)\,dk=\sum_{G\in L}\int_F f(G+k)\,dk.$$

Mathlib proves this for a countable group acting by measure-preserving maps, and the three instances above place the lattice in that setting. The notation `G +ᵥ k` is the action, here ordinary addition. The proof takes $f=\mathbf 1_B$ and reads the identity from right to left. Integrals and volumes take values in $[0,\infty]$, so no integrability condition arises.

```lean
variable {F F' : Set (KSpace d)}

/-- The volumes of the seas of all bands in one zone add up to the volume of the Fermi ball. -/
theorem tsum_volume_bandSea (hF : IsAddFundamentalDomain (recip b) F volume) (kF : ℝ) :
    ∑' n : ℕ, volume (bandSea b F kF (n + 1)) =
      volume (Metric.closedBall (0 : KSpace d) kF) := by
  have hball : MeasurableSet (Metric.closedBall (0 : KSpace d) kF) :=
    Metric.isClosed_closedBall.measurableSet
  have hsea (n : ℕ) : volume (bandSea b F kF (n + 1)) =
      ∫⁻ k in F, {k | n + 1 ≤ count b kF k}.indicator (1 : KSpace d → ENNReal) k := by
    rw [lintegral_indicator_one (measurableSet_count b kF (n + 1)),
      Measure.restrict_apply (measurableSet_count b kF (n + 1)), Set.inter_comm]
    rfl
  simp_rw [hsea]
  -- summing over bands at fixed `k` gives the count `c(k)`
  rw [← lintegral_tsum (fun n =>
    (measurable_one.indicator (measurableSet_count b kF (n + 1))).aemeasurable)]
  have hlayer (k : KSpace d) : ∑' n : ℕ,
      {k | n + 1 ≤ count b kF k}.indicator (1 : KSpace d → ENNReal) k = count b kF k := by
    rw [← tsum_layers (count b kF k)]
    refine tsum_congr (fun n => ?_)
    by_cases h : n + 1 ≤ count b kF k
    · rw [if_pos h]
      exact Set.indicator_of_mem (s := {k | n + 1 ≤ count b kF k}) h _
    · rw [if_neg h]
      exact Set.indicator_of_notMem (s := {k | n + 1 ≤ count b kF k}) h _
  simp_rw [hlayer, count_eq_tsum]
  -- unfold the zone into the whole of wavevector space
  have hm (G : recip b) : AEMeasurable (fun k : KSpace d =>
      (Metric.closedBall (0 : KSpace d) kF).indicator (1 : KSpace d → ENNReal) (G +ᵥ k))
      (volume.restrict F) :=
    ((measurable_one.indicator hball).comp (measurable_const_vadd G)).aemeasurable
  rw [lintegral_tsum hm, ← hF.lintegral_eq_tsum''
    ((Metric.closedBall (0 : KSpace d) kF).indicator (1 : KSpace d → ENNReal)),
    lintegral_indicator_one hball]
```

A second zone $F'$ gives the same volume band by band. The set $A=\{c\ge n\}$ is periodic, so cutting $F$ along the translates of $F'$ and moving the pieces back gives

$$\operatorname{vol}(A\cap F)=\sum_G\operatorname{vol}\bigl(A\cap F\cap(F'+G)\bigr)=\sum_G\operatorname{vol}\bigl(A\cap(F-G)\cap F'\bigr)=\operatorname{vol}(A\cap F').$$

The proof supplies the periodicity through `count_add` and leaves the cutting to `measure_set_eq`.

```lean
/-- The volume of each band's sea is the same for every choice of zone. -/
theorem volume_bandSea_eq (hF : IsAddFundamentalDomain (recip b) F volume)
    (hF' : IsAddFundamentalDomain (recip b) F' volume) (kF : ℝ) (n : ℕ) :
    volume (bandSea b F kF n) = volume (bandSea b F' kF n) := by
  have h := hF.measure_set_eq hF' (measurableSet_count b kF n) (fun G => by
    ext k
    change n ≤ count b kF ((G : KSpace d) + k) ↔ n ≤ count b kF k
    rw [add_comm, count_add])
  rw [Set.inter_comm _ F, Set.inter_comm _ F'] at h
  exact h
```

## The Fermi ball exceeds N zones

The hypothesis $N\operatorname{vol}(F)<\operatorname{vol}(B)$ means that there are more electrons per cell than $N$ full bands can hold, that is, more than $2N$ with spin. Band $N+1$ must then be occupied on a set of positive volume.

Suppose that its sea had volume zero. The seas are nested, so all higher ones would have volume zero too. Each of the first $N$ seas lies in $F$, and the sum rule would give $\operatorname{vol}(B)\le N\operatorname{vol}(F)$, a contradiction. In the code, `hhigh` handles the higher bands and the final `calc` bounds the first $N$.

```lean
/-- If the Fermi ball is larger than `N` zones, the sea of band `N + 1` has positive volume. -/
theorem volume_bandSea_pos (hF : IsAddFundamentalDomain (recip b) F volume) (kF : ℝ) (N : ℕ)
    (h : N * volume F < volume (Metric.closedBall (0 : KSpace d) kF)) :
    0 < volume (bandSea b F kF (N + 1)) := by
  by_contra h0
  have hz : volume (bandSea b F kF (N + 1)) = 0 := by simpa using h0
  -- seas are nested, so all higher ones are empty too, up to volume zero
  have hhigh (n : ℕ) (hn : n ∉ Finset.range N) : volume (bandSea b F kF (n + 1)) = 0 := by
    have hNn : N ≤ n := by simpa using hn
    have hsub : bandSea b F kF (n + 1) ⊆ bandSea b F kF (N + 1) :=
      fun k hk => ⟨hk.1, le_trans (Nat.succ_le_succ hNn) hk.2⟩
    exact measure_mono_null hsub hz
  rw [← tsum_volume_bandSea b hF kF, tsum_eq_sum hhigh] at h
  refine not_le_of_gt h ?_
  calc ∑ n ∈ Finset.range N, volume (bandSea b F kF (n + 1))
      ≤ ∑ _n ∈ Finset.range N, volume F :=
        Finset.sum_le_sum (fun n _ => measure_mono (fun k hk => hk.1))
    _ = N * volume F := by simp
```

Without the hypothesis, the square lattice $\mathbb Z^2$ with $N=1$ shows both outcomes. A disc of radius $0.4$ leaves the second band empty, since two distinct points $k+G$ are at least $1$ apart. A disc of radius $0.55$ has area about $0.95$, less than one zone, yet it overlaps its neighbours and the second band has a sea of positive area.

## A zone to compute with

The half-open cell with coordinates $0\le t_i<1$ in the basis satisfies the tiling hypothesis for every basis.

```lean
/-- The primitive cell spanned by the basis vectors is a zone of the reciprocal lattice. -/
theorem primitiveCell_witness :
    IsAddFundamentalDomain (recip b) (ZSpan.fundamentalDomain b) volume :=
  ZSpan.isAddFundamentalDomain b volume

end

end HarrisonConstruction
```

```lean
#print axioms HarrisonConstruction.mem_bandSea_iff
#print axioms HarrisonConstruction.tsum_volume_bandSea
#print axioms HarrisonConstruction.volume_bandSea_eq
#print axioms HarrisonConstruction.volume_bandSea_pos
```

```
'HarrisonConstruction.mem_bandSea_iff' depends on axioms: [propext, Classical.choice, Quot.sound]
'HarrisonConstruction.tsum_volume_bandSea' depends on axioms: [propext, Classical.choice, Quot.sound]
'HarrisonConstruction.volume_bandSea_eq' depends on axioms: [propext, Classical.choice, Quot.sound]
'HarrisonConstruction.volume_bandSea_pos' depends on axioms: [propext, Classical.choice, Quot.sound]
```

In a calculation, one lays a uniform grid over this cell and, at each grid point, counts the reciprocal vectors with $\|k+G\|\le k_F$. The norm estimate in the proof of `count_le` shows how far to search: vectors with $\|G\|\le k_F+\sum_i\|b_i\|$ suffice. The grid average of the count, times the cell volume, approximates $\operatorname{vol}(B)$, which tests both the enumeration and the grid.

Plane-wave electronic-structure codes do the same counting when they select a basis by a kinetic-energy cutoff. With $k_F$ replaced by the cutoff radius, $c(k)$ is the basis size at $k$. It varies over the zone, with average $\operatorname{vol}(B)/\operatorname{vol}(F)$. This concerns only the size of the basis, so it holds whatever potential is treated in it, whereas the band seas above are those of free electrons.
